# For nonnegative mode strengths, truncating the RPA ring sum errs by at most the size of the first omitted order

The theorem `truncation_error` concerns the ring sum of the random-phase approximation (RPA) for finitely many modes with given real strengths `x i ≥ 0`, each mode contributing `ln(1 + x i) - x i`. The truncation keeps orders 2 to `n` of the expansion of this expression in powers of `x i`, with none kept when `n = 1`. For every `n ≥ 1` the theorem bounds the absolute difference between the full sum and its truncation by the sum of `x i ^ (n + 1)` over the modes, divided by `n + 1`. The proof applies `truncation_sign` at orders `n` and `n + 1`, which places the full sum between two successive truncations, and leaves the remaining inequalities to `linarith`.

In Lean, a first try:

```lean
import Mathlib

open Filter Topology

namespace TruncationError

noncomputable section

/-- The ring expansion of a single mode of strength `t`, keeping orders `2` to `n`. -/
def modeRing (n : ℕ) (t : ℝ) : ℝ :=
  ∑ k ∈ Finset.Icc 2 n, (-1 : ℝ) ^ (k + 1) * t ^ k / k

variable {ι : Type*} [Fintype ι]

/-- The ring sum over all modes, truncated after order `n`. -/
def ringTruncation (x : ι → ℝ) (n : ℕ) : ℝ := ∑ i, modeRing n (x i)

/-- The full RPA ring sum of `ln (1 + x i) - x i`, for mode strengths `x i > -1`. -/
def rpaSum (x : ι → ℝ) : ℝ := ∑ i, (Real.log (1 + x i) - x i)

/-- Raising the truncation order of one mode from `n ≥ 1` to `n + 1` adds one ring term. -/
theorem modeRing_succ {n : ℕ} (hn : 1 ≤ n) (t : ℝ) :
    modeRing (n + 1) t = modeRing n t + (-1) ^ n * t ^ (n + 1) / ((n : ℝ) + 1) := by
  unfold modeRing
  rw [Finset.sum_Icc_succ_top (by omega)]
  push_cast
  ring

/-- For `n ≥ 1` and `t ≥ 0`, the part of one mode missed by the truncation has
derivative `(-t)^n / (1 + t)` in the mode strength. -/
theorem hasDerivAt_remainder {n : ℕ} (hn : 1 ≤ n) {t : ℝ} (ht : 0 ≤ t) :
    HasDerivAt (fun s => Real.log (1 + s) - s - modeRing n s) ((-t) ^ n / (1 + t)) t := by
  have h1 : 1 + t ≠ 0 := (by linarith : (0 : ℝ) < 1 + t).ne'
  induction n, hn using Nat.le_induction with
  | base =>
    have e : ∀ s, modeRing 1 s = 0 := fun s => by simp [modeRing]
    simp only [e, sub_zero]
    refine ((((hasDerivAt_id' t).const_add 1).log h1).fun_sub (hasDerivAt_id' t)).congr_deriv ?_
    rw [eq_div_iff h1, sub_mul, div_mul_cancel₀ _ h1]
    ring
  | succ n hn ih =>
    -- the new ring term has derivative (-t)^n
    have hp : HasDerivAt (fun s : ℝ => (-1) ^ n * s ^ (n + 1) / ((n : ℝ) + 1)) ((-t) ^ n) t := by
      have hn1 : (n : ℝ) + 1 ≠ 0 := by positivity
      refine (((hasDerivAt_pow (n + 1) t).const_mul ((-1 : ℝ) ^ n)).div_const
        ((n : ℝ) + 1)).congr_deriv ?_
      rw [div_eq_iff hn1, neg_pow t n, Nat.add_sub_cancel]
      push_cast
      ring
    have e : (fun s => Real.log (1 + s) - s - modeRing (n + 1) s) = fun s =>
        (Real.log (1 + s) - s - modeRing n s) - (-1) ^ n * s ^ (n + 1) / ((n : ℝ) + 1) := by
      funext s
      rw [modeRing_succ hn]
      ring
    rw [e]
    refine (ih.fun_sub hp).congr_deriv ?_
    rw [eq_div_iff h1, sub_mul, div_mul_cancel₀ _ h1, pow_succ]
    ring

/-- For `n ≥ 1` and `t ≥ 0`, the part of one mode missed by the truncation has the sign
`(-1)^n` or vanishes; for `t > 0` it does not vanish. -/
theorem remainder_sign {n : ℕ} (hn : 1 ≤ n) {t : ℝ} (ht : 0 ≤ t) :
    0 ≤ (-1) ^ n * (Real.log (1 + t) - t - modeRing n t) ∧
      (0 < t → 0 < (-1) ^ n * (Real.log (1 + t) - t - modeRing n t)) := by
  have hd : ∀ s : ℝ, 0 ≤ s → HasDerivAt
      (fun s => (-1) ^ n * (Real.log (1 + s) - s - modeRing n s)) (s ^ n / (1 + s)) s := by
    intro s hs
    refine ((hasDerivAt_remainder hn hs).const_mul ((-1 : ℝ) ^ n)).congr_deriv ?_
    rw [← mul_div_assoc, ← mul_pow]
    simp
  -- the signed remainder grows from zero
  have hm : StrictMonoOn (fun s => (-1) ^ n * (Real.log (1 + s) - s - modeRing n s))
      (Set.Ici (0 : ℝ)) := by
    refine strictMonoOn_of_deriv_pos (convex_Ici 0)
      (fun s hs => (hd s hs).continuousAt.continuousWithinAt) (fun s hs => ?_)
    rw [interior_Ici] at hs
    have h0 : 0 < s := hs
    rw [(hd s h0.le).deriv]
    positivity
  have hz : modeRing n 0 = 0 := by
    refine Finset.sum_eq_zero fun k hk => ?_
    have hk2 : k ≠ 0 := by
      have := (Finset.mem_Icc.mp hk).1
      omega
    rw [zero_pow hk2, mul_zero, zero_div]
  have h0 : (0 : ℝ) ∈ Set.Ici (0 : ℝ) := Set.mem_Ici.mpr le_rfl
  constructor
  · have h := hm.monotoneOn h0 (Set.mem_Ici.mpr ht) ht
    simp only [hz, add_zero, Real.log_one, sub_zero, mul_zero] at h
    exact h
  · intro hpos
    have h := hm h0 (Set.mem_Ici.mpr ht) hpos
    simp only [hz, add_zero, Real.log_one, sub_zero, mul_zero] at h
    exact h

/-- Going from order `n ≥ 1` to `n + 1` adds a term in which all modes enter with the
common sign factor `(-1)^n`. -/
theorem ringTruncation_succ (x : ι → ℝ) {n : ℕ} (hn : 1 ≤ n) :
    ringTruncation x (n + 1) =
      ringTruncation x n + (-1) ^ n * (∑ i, x i ^ (n + 1)) / ((n : ℝ) + 1) := by
  simp only [ringTruncation, modeRing_succ hn, Finset.sum_add_distrib, Finset.mul_sum,
    Finset.sum_div]

/-- For nonnegative mode strengths and `n ≥ 1`, the full ring sum minus its truncation
has the sign `(-1)^n` or vanishes. -/
theorem truncation_sign {x : ι → ℝ} (hx : ∀ i, 0 ≤ x i) {n : ℕ} (hn : 1 ≤ n) :
    0 ≤ (-1) ^ n * (rpaSum x - ringTruncation x n) := by
  unfold rpaSum ringTruncation
  rw [← Finset.sum_sub_distrib, Finset.mul_sum]
  exact Finset.sum_nonneg fun i _ => (remainder_sign hn (hx i)).1

/-- For nonnegative mode strengths and `n ≥ 1`, the truncation error is at most the size
of the first omitted order. -/
theorem truncation_error {x : ι → ℝ} (hx : ∀ i, 0 ≤ x i) {n : ℕ} (hn : 1 ≤ n) :
    |rpaSum x - ringTruncation x n| ≤ (∑ i, x i ^ (n + 1)) / ((n : ℝ) + 1) := by
  have h1 := truncation_sign hx hn
  have h2 := truncation_sign hx (Nat.le_succ_of_le hn)
  rw [Nat.succ_eq_add_one, ringTruncation_succ x hn, pow_succ] at h2
  rw [abs_le]
  rcases neg_one_pow_eq_or ℝ n with h | h <;> rw [h] at h1 h2 <;> constructor <;> linarith

end

end TruncationError
```

Messages:

```
Main.lean:120:82: error: linarith failed to find a contradiction
case inl.left
ι : Type u_1
inst✝ : Fintype ι
x : ι → ℝ
hx : ∀ (i : ι), 0 ≤ x i
n : ℕ
hn : 1 ≤ n
h1 : 0 ≤ 1 * (rpaSum x - ringTruncation x n)
h2 : 0 ≤ 1 * -1 * (rpaSum x - (ringTruncation x n + (1 * ∑ i, x i ^ (n + 1)) / (↑n + 1)))
h : (-1) ^ n = 1
a✝ : rpaSum x - ringTruncation x n < -((∑ i, x i ^ (n + 1)) / (↑n + 1))
⊢ False
failed
Main.lean:120:82: error: linarith failed to find a contradiction
case inl.right
ι : Type u_1
inst✝ : Fintype ι
x : ι → ℝ
hx : ∀ (i : ι), 0 ≤ x i
n : ℕ
hn : 1 ≤ n
h1 : 0 ≤ 1 * (rpaSum x - ringTruncation x n)
h2 : 0 ≤ 1 * -1 * (rpaSum x - (ringTruncation x n + (1 * ∑ i, x i ^ (n + 1)) / (↑n + 1)))
h : (-1) ^ n = 1
a✝ : (∑ i, x i ^ (n + 1)) / (↑n + 1) < rpaSum x - ringTruncation x n
⊢ False
failed
Main.lean:120:82: error: linarith failed to find a contradiction
case inr.left
ι : Type u_1
inst✝ : Fintype ι
x : ι → ℝ
hx : ∀ (i : ι), 0 ≤ x i
n : ℕ
hn : 1 ≤ n
h1 : 0 ≤ -1 * (rpaSum x - ringTruncation x n)
h2 : 0 ≤ -1 * -1 * (rpaSum x - (ringTruncation x n + (-1 * ∑ i, x i ^ (n + 1)) / (↑n + 1)))
h : (-1) ^ n = -1
a✝ : rpaSum x - ringTruncation x n < -((∑ i, x i ^ (n + 1)) / (↑n + 1))
⊢ False
failed
Main.lean:120:82: error: linarith failed to find a contradiction
case inr.right
ι : Type u_1
inst✝ : Fintype ι
x : ι → ℝ
hx : ∀ (i : ι), 0 ≤ x i
n : ℕ
hn : 1 ≤ n
h1 : 0 ≤ -1 * (rpaSum x - ringTruncation x n)
h2 : 0 ≤ -1 * -1 * (rpaSum x - (ringTruncation x n + (-1 * ∑ i, x i ^ (n + 1)) / (↑n + 1)))
h : (-1) ^ n = -1
a✝ : (∑ i, x i ^ (n + 1)) / (↑n + 1) < rpaSum x - ringTruncation x n
⊢ False
failed
```

Cause. All four messages report the same failure, one for each sign of `(-1) ^ n` and each half of the absolute-value bound. The hypotheses are sufficient, but `linarith` does not see that two quotients are related. In `h2` the sign sits inside the numerator, as `(1 * ∑ i, x i ^ (n + 1)) / (↑n + 1)` or the same with `-1`, while the goal has the bare sum over `↑n + 1`. Since the denominator is not a numeral, `linarith` treats each quotient as an opaque atom, and the two atoms differ. So `h2` says nothing about the bound in the goal.

Rewriting with `mul_div_assoc` moves the sign factor outside the division, so that `h2` contains the very quotient found in the goal, times a sign. This is the step that supplies the missing link. The `generalize` line then replaces that shared quotient by a variable `q` in both places, which leaves `linarith` inequalities in plain variables. The added comment is mere tidying.

This version goes through:

```diff
@@ -116,5 +116,7 @@
   have h1 := truncation_sign hx hn
   have h2 := truncation_sign hx (Nat.le_succ_of_le hn)
-  rw [Nat.succ_eq_add_one, ringTruncation_succ x hn, pow_succ] at h2
+  rw [Nat.succ_eq_add_one, ringTruncation_succ x hn, pow_succ, mul_div_assoc] at h2
+  -- only the size q of the first omitted order matters
+  generalize (∑ i, x i ^ (n + 1)) / ((n : ℝ) + 1) = q at h2 ⊢
   rw [abs_le]
   rcases neg_one_pow_eq_or ℝ n with h | h <;> rw [h] at h1 h2 <;> constructor <;> linarith
```
